# In 3+1 dimensions, real on-shell momenta k and p of masses m, M > 0, with energies of either sign, give every real (k+p)² except those strictly between (m−M)² and (m+M)²

Take one space dimension, and put the first particle, of mass m, at rest: k = (m, 0). Let the second have momentum p = (E, q) and mass M, so that E² = M² + q². With c = 1, the squared total momentum is

s = (m + E)² − q² = m² + M² + 2mE.

As q runs over the real numbers, E covers everything from M upwards and everything from −M downwards. The first branch gives s ≥ (m+M)², the threshold. The second gives s ≤ (m−M)², the pseudothreshold. The gap in s comes from the gap in E between −M and M.

A negative-energy p can be read as an outgoing momentum p′ = −p, so that s = (k−p′)² is a squared momentum transfer. For m = M, as at an electron-photon vertex with both electron lines on shell, the photon's squared momentum is then either at most 0 or at least 4m². This concerns the kinematics of two free momenta only; the singularities of loop amplitudes are a separate matter.

## Momenta, product and mass shell

```lean
import Mathlib

open Matrix

namespace ThresholdPseudothreshold

noncomputable section
```

Mathlib is Lean's mathematical library. Opening `Matrix` makes the notation `⬝ᵥ` available for the ordinary dot product.

```lean
/-- Energy-momentum vectors in `d` space dimensions and one time dimension: an energy together
with a spatial momentum. -/
abbrev Mink (d : ℕ) := ℝ × (Fin d → ℝ)
```

A momentum is a pair of a real energy and a list of d real spatial components. For `k : Mink d`, `k.1` is the energy k₀ and `k.2` is the spatial vector 𝐤. Since the components are real, complex momenta are excluded by the type.

```lean
variable {d : ℕ} {m M s : ℝ} {k p : Mink d}

/-- The Minkowski product with signature `(+,-,...,-)`. -/
def mdot (k p : Mink d) : ℝ := k.1 * p.1 - k.2 ⬝ᵥ p.2
```

The first line declares the symbols used throughout: masses m and M, the value s, and momenta k and p. The definition is the Minkowski product

k·p = k₀p₀ − 𝐤·𝐩,

which fixes the signature (+,−,…,−).

```lean
/-- The mass-shell condition `k.k = m^2`, for either sign of the energy. -/
def OnShell (m : ℝ) (k : Mink d) : Prop := mdot k k = m ^ 2
```

`OnShell m k` says k·k = m². It leaves the sign of the energy free, and it depends on m only through m².

```lean
/-- The vector with energy `(s - m^2 - M^2) / (2m)` and spatial component `√((s - (m-M)^2)(s -
(m+M)^2)) / (2m)` along the first axis, all other components being zero. -/
def partner (d : ℕ) [NeZero d] (m M s : ℝ) : Mink d :=
  ((s - m ^ 2 - M ^ 2) / (2 * m),
    Pi.single 0 (√((s - (m - M) ^ 2) * (s - (m + M) ^ 2)) / (2 * m)))
```

This is the moving particle of the opening example, with its energy and momentum expressed through s. Write

λ = (s − (m−M)²)(s − (m+M)²).

Then the energy is (s − m² − M²)/(2m), and the spatial momentum is √λ/(2m) along the first axis. The condition `[NeZero d]` says d ≥ 1, so that there is a first axis. Lean's square root returns 0 for negative λ, which is why λ ≥ 0 appears as a hypothesis below.

## Three facts about dot products

```lean
lemma spatial_nonneg (u : Fin d → ℝ) : 0 ≤ u ⬝ᵥ u :=
  Finset.sum_nonneg fun i _ => mul_self_nonneg (u i)
```

A spatial vector has nonnegative squared length, being a sum of squares.

```lean
lemma spatial_cs (u v : Fin d → ℝ) : (u ⬝ᵥ v) ^ 2 ≤ (u ⬝ᵥ u) * (v ⬝ᵥ v) := by
  have h := Finset.sum_mul_sq_le_sq_mul_sq Finset.univ u v
  simp only [dotProduct]
  simp only [sq] at h ⊢
  exact h
```

This is the Cauchy-Schwarz inequality, (𝐮·𝐯)² ≤ |𝐮|²|𝐯|², taken from Mathlib's version for finite sums.

```lean
lemma mdot_add_self (k p : Mink d) :
    mdot (k + p) (k + p) = mdot k k + 2 * mdot k p + mdot p p := by
  simp only [mdot, Prod.fst_add, Prod.snd_add, add_dotProduct, dotProduct_add]
  rw [dotProduct_comm p.2 k.2]
  ring
```

The square of a sum expands as usual:

(k+p)² = k·k + 2k·p + p·p.

On shell this is m² + M² + 2k·p, so bounds on s are bounds on k·p.

## The bound for each relative sign of the energies

```lean
/-- Two on-shell momenta whose energies have the same sign satisfy `k.p ≥ m M`. -/
theorem same_sign_bound (hk : OnShell m k) (hp : OnShell M p) (h : 0 < k.1 * p.1) :
    m * M ≤ mdot k p := by
  unfold OnShell mdot at hk hp
  unfold mdot
  have hcs := spatial_cs k.2 p.2
  -- the squared length of the spatial part of `M k - m p` is nonnegative
  have hn := spatial_nonneg (M • k.2 - m • p.2)
  have he : (M • k.2 - m • p.2) ⬝ᵥ (M • k.2 - m • p.2)
      = M ^ 2 * (k.2 ⬝ᵥ k.2) - 2 * m * M * (k.2 ⬝ᵥ p.2) + m ^ 2 * (p.2 ⬝ᵥ p.2) := by
    simp only [sub_dotProduct, dotProduct_sub, smul_dotProduct, dotProduct_smul, smul_eq_mul]
    rw [dotProduct_comm p.2 k.2]
    ring
  rw [he] at hn
  have hX : (k.1 * p.1) ^ 2 = (m ^ 2 + k.2 ⬝ᵥ k.2) * (M ^ 2 + p.2 ⬝ᵥ p.2) := by
    rw [← hk, ← hp]
    ring
  have hsq : (m * M + k.2 ⬝ᵥ p.2) ^ 2 ≤ (k.1 * p.1) ^ 2 := by
    rw [hX]
    nlinarith
  by_contra hlt
  have h1 : k.1 * p.1 < m * M + k.2 ⬝ᵥ p.2 := by linarith [not_le.1 hlt]
  exact absurd hsq (not_le_of_gt (pow_lt_pow_left₀ h1 h.le two_ne_zero))
```

The names in parentheses before the colon are hypotheses: both momenta are on shell, and k₀p₀ > 0. The conclusion is k·p ≥ mM. By hand, start from

(k₀p₀)² = (m² + |𝐤|²)(M² + |𝐩|²)

and subtract (mM + 𝐤·𝐩)²:

(k₀p₀)² − (mM + 𝐤·𝐩)² = |M𝐤 − m𝐩|² + (|𝐤|²|𝐩|² − (𝐤·𝐩)²).

Both terms on the right are nonnegative, the second by Cauchy-Schwarz. Since k₀p₀ is positive, it follows that k₀p₀ ≥ mM + 𝐤·𝐩, which is the claim.

In the code, `hn` and `he` supply the first term, `hcs` the second and `hX` the product formula. The tactic `nlinarith`, which searches for proofs of polynomial inequalities, combines them into `hsq`. The last lines take the root by contradiction.

That root is where the derivation can go wrong. The inequality between squares holds for any signs of the energies, but it bounds k₀p₀ from below only if k₀p₀ is positive. For k = (m, 0) and p = (−M, 0) the squares agree, and yet k·p = −mM.

```lean
/-- Two on-shell momenta whose energies have opposite signs satisfy `k.p ≤ -m M`. -/
theorem opposite_sign_bound (hk : OnShell m k) (hp : OnShell M p) (h : k.1 * p.1 < 0) :
    mdot k p ≤ -(m * M) := by
  have hp' : OnShell M (-p) := by simpa [OnShell, mdot] using hp
  have h' : 0 < k.1 * (-p).1 := by
    rw [Prod.fst_neg]
    linarith [mul_neg k.1 p.1]
  have hb := same_sign_bound hk hp' h'
  have e : mdot k (-p) = -mdot k p := by
    simp only [mdot, Prod.fst_neg, Prod.snd_neg, dotProduct_neg]
    ring
  linarith
```

If the energies have opposite signs, then −p is on shell and its energy has the same sign as that of k. The previous bound gives k·(−p) ≥ mM, that is,

k·p ≤ −mM.

```lean
lemma energy_ne_zero (hm : 0 < m) (hk : OnShell m k) : k.1 ≠ 0 := by
  intro h
  unfold OnShell mdot at hk
  rw [h] at hk
  linarith [spatial_nonneg k.2, pow_pos hm 2]
```

An on-shell energy is never zero when m > 0, because k₀² = m² + |𝐤|² > 0.

## Constructing momenta for a given s

```lean
/-- If `m > 0` and `(s - (m-M)^2)(s - (m+M)^2)` is nonnegative, the partner momentum is on shell and
together with a mass `m` at rest it has squared total momentum `s`. -/
theorem partner_spec [NeZero d] (hm : 0 < m)
    (hs : 0 ≤ (s - (m - M) ^ 2) * (s - (m + M) ^ 2)) :
    OnShell M (partner d m M s) ∧
      mdot ((m, 0) + partner d m M s) ((m, 0) + partner d m M s) = s := by
  have h2 : mdot (partner d m M s) (partner d m M s) = M ^ 2 := by
    simp only [mdot, partner, single_dotProduct, Pi.single_eq_same]
    rw [div_mul_div_comm, div_mul_div_comm, Real.mul_self_sqrt hs]
    field_simp
    ring
  refine ⟨h2, ?_⟩
  have h1 : mdot ((m, 0) : Mink d) (m, 0) = m ^ 2 := by
    simp [mdot, sq]
  have h3 : mdot (m, 0) (partner d m M s) = (s - m ^ 2 - M ^ 2) / 2 := by
    simp only [mdot, partner, zero_dotProduct, sub_zero]
    field_simp
  rw [mdot_add_self, h1, h2, h3]
  ring
```

If λ ≥ 0, the partner is on shell, and together with (m, 0) it has squared total momentum s. To check this, factor λ as a difference of squares:

λ = (s − m² − M²)² − 4m²M².

The partner's square is therefore

((s − m² − M²)² − λ)/(4m²) = M².

Its product with (m, 0) is (s − m² − M²)/2, so the total is m² + M² + (s − m² − M²) = s. In the code these are `h2` and `h3`; `field_simp` clears the denominators and `ring` finishes the algebra.

The same two formulas set up a fixed-target collision at a given s in a program. Testing only λ ≥ 0 there also admits s ≤ (m−M)², where the partner's energy is negative; for two incoming physical particles the test must be s ≥ (m+M)².

```lean
lemma rest_onShell : OnShell m ((m, 0) : Mink d) := by
  simp [OnShell, mdot, sq]
```

The momentum (m, 0) is on shell.

```lean
lemma partner_energy [NeZero d] (hm : 0 < m) :
    m * (partner d m M s).1 = (s - m ^ 2 - M ^ 2) / 2 := by
  simp only [partner]
  field_simp
```

The product of the two energies is (s − m² − M²)/2. Its sign decides which branch the construction belongs to.

## One equivalence for each branch

```lean
/-- For positive masses, `d ≥ 1` and energies of the same sign, the attainable values of `(k+p)^2`
are exactly those from the threshold `(m+M)^2` upwards. -/
theorem same_sign_iff (d : ℕ) [NeZero d] (hm : 0 < m) (hM : 0 < M) :
    (∃ k p : Mink d, OnShell m k ∧ OnShell M p ∧ 0 < k.1 * p.1 ∧ mdot (k + p) (k + p) = s)
      ↔ (m + M) ^ 2 ≤ s := by
  have hmM := mul_pos hm hM
  constructor
  · rintro ⟨k, p, hk, hp, h, rfl⟩
    have hb := same_sign_bound hk hp h
    unfold OnShell at hk hp
    rw [mdot_add_self, hk, hp]
    linarith [add_sq m M]
  · intro h
    have h' : (m - M) ^ 2 ≤ s := by nlinarith
    obtain ⟨h2, h3⟩ := partner_spec (d := d) hm
      (mul_nonneg (sub_nonneg.2 h') (sub_nonneg.2 h))
    refine ⟨(m, 0), partner d m M s, rest_onShell, h2, ?_, h3⟩
    change 0 < m * (partner d m M s).1
    rw [partner_energy hm]
    nlinarith
```

The symbol `∃` reads "there exist", and `↔` reads "if and only if". For positive masses and d ≥ 1, on-shell momenta with energies of equal sign and (k+p)² = s exist exactly when s ≥ (m+M)².

The tactic `constructor` splits the equivalence into its two directions. Forwards, k·p ≥ mM gives

s = m² + M² + 2k·p ≥ (m+M)².

Backwards, both factors of λ are nonnegative, so the rest momentum and its partner serve. Their energies have product (s − m² − M²)/2 ≥ mM > 0.

```lean
/-- For positive masses, `d ≥ 1` and energies of opposite signs, the attainable values of `(k+p)^2`
are exactly those from the pseudothreshold `(m-M)^2` downwards. -/
theorem opposite_sign_iff (d : ℕ) [NeZero d] (hm : 0 < m) (hM : 0 < M) :
    (∃ k p : Mink d, OnShell m k ∧ OnShell M p ∧ k.1 * p.1 < 0 ∧ mdot (k + p) (k + p) = s)
      ↔ s ≤ (m - M) ^ 2 := by
  have hmM := mul_pos hm hM
  constructor
  · rintro ⟨k, p, hk, hp, h, rfl⟩
    have hb := opposite_sign_bound hk hp h
    unfold OnShell at hk hp
    rw [mdot_add_self, hk, hp]
    linarith [sub_sq m M]
  · intro h
    have h' : s ≤ (m + M) ^ 2 := by nlinarith
    obtain ⟨h2, h3⟩ := partner_spec (d := d) (m := m) (M := M) (s := s) hm
      (by linarith [mul_nonneg (sub_nonneg.2 h) (sub_nonneg.2 h')])
    refine ⟨(m, 0), partner d m M s, rest_onShell, h2, ?_, h3⟩
    change m * (partner d m M s).1 < 0
    rw [partner_energy hm]
    nlinarith
```

For opposite signs the attainable values are exactly s ≤ (m−M)². Forwards, k·p ≤ −mM gives the bound. Backwards, both factors of λ are at most zero, so λ is again nonnegative, and the product of the energies is at most −mM < 0.

## Both signs together

```lean
/-- In any number `d ≥ 1` of space dimensions, a real `s` is the squared sum of two real on-shell
momenta of positive masses `m` and `M`, with energies of either sign, if and only if `s` is at most
`(m-M)^2` or at least `(m+M)^2`. -/
theorem threshold_pseudothreshold (d : ℕ) [NeZero d] (hm : 0 < m) (hM : 0 < M) :
    (∃ k p : Mink d, OnShell m k ∧ OnShell M p ∧ mdot (k + p) (k + p) = s)
      ↔ s ≤ (m - M) ^ 2 ∨ (m + M) ^ 2 ≤ s := by
  rw [← opposite_sign_iff d hm hM, ← same_sign_iff d hm hM]
  constructor
  · rintro ⟨k, p, hk, hp, h⟩
    -- on-shell energies never vanish, so their product has a sign
    rcases lt_or_gt_of_ne (mul_ne_zero (energy_ne_zero hm hk) (energy_ne_zero hM hp)) with h0 | h0
    · exact Or.inl ⟨k, p, hk, hp, h0, h⟩
    · exact Or.inr ⟨k, p, hk, hp, h0, h⟩
  · rintro (⟨k, p, hk, hp, _, h⟩ | ⟨k, p, hk, hp, _, h⟩) <;> exact ⟨k, p, hk, hp, h⟩
```

With no condition on the energies, s is attainable exactly when s ≤ (m−M)² or s ≥ (m+M)². Setting d = 3 gives the statement for 3+1 dimensions.

The proof first rewrites the two inequalities as the two existence statements just established. Given any k and p, neither energy vanishes, so k₀p₀ is either negative or positive, and the pair belongs to one of the branches. Conversely, a pair from either branch is a pair of the required kind once the sign condition is dropped.

## Momenta at the two edges

```lean
/-- A null vector orthogonal to a massive on-shell momentum vanishes. -/
theorem null_orthogonal_eq_zero {u : Mink d} (hm : 0 < m) (hk : OnShell m k)
    (hu : mdot u u = 0) (huk : mdot u k = 0) : u = 0 := by
  unfold OnShell at hk
  unfold mdot at hk hu huk
  have cs := spatial_cs u.2 k.2
  have e1 : u.2 ⬝ᵥ k.2 = u.1 * k.1 := by linarith
  have e2 : u.2 ⬝ᵥ u.2 = u.1 * u.1 := by linarith
  have e3 : k.2 ⬝ᵥ k.2 = k.1 * k.1 - m ^ 2 := by linarith
  rw [e1, e2, e3] at cs
  have h0 : (u.1 * m) ^ 2 ≤ 0 := by nlinarith
  have h1 : u.1 * m = 0 := (pow_eq_zero_iff two_ne_zero).1 (le_antisymm h0 (sq_nonneg _))
  have h2 : u.1 = 0 := (mul_eq_zero.1 h1).resolve_right hm.ne'
  have h3 : u.2 ⬝ᵥ u.2 = 0 := by rw [e2, h2, mul_zero]
  exact Prod.ext h2 (dotProduct_self_eq_zero.1 h3)
```

Let u·u = 0 and u·k = 0, with k on shell and m > 0. Then |𝐮|² = u₀², 𝐮·𝐤 = u₀k₀ and |𝐤|² = k₀² − m². Cauchy-Schwarz becomes

u₀²k₀² ≤ u₀²(k₀² − m²),

so u₀²m² ≤ 0. Hence u₀ = 0, then |𝐮|² = 0, and u vanishes.

```lean
/-- For on-shell momenta with `m > 0`, `(k+p)^2` equals `(m+M)^2` if and only if `M k = m p`. -/
theorem at_threshold_iff (hm : 0 < m) (hk : OnShell m k) (hp : OnShell M p) :
    mdot (k + p) (k + p) = (m + M) ^ 2 ↔ M • k = m • p := by
  have hk' : mdot k k = m ^ 2 := hk
  have hp' : mdot p p = M ^ 2 := hp
  have e1 : mdot (M • k - m • p) (M • k - m • p)
      = M ^ 2 * mdot k k - 2 * m * M * mdot k p + m ^ 2 * mdot p p := by
    simp only [mdot, Prod.fst_sub, Prod.snd_sub, Prod.smul_fst, Prod.smul_snd, sub_dotProduct,
      dotProduct_sub, smul_dotProduct, dotProduct_smul, smul_eq_mul]
    rw [dotProduct_comm p.2 k.2]
    ring
  have e2 : mdot (M • k - m • p) k = M * mdot k k - m * mdot k p := by
    simp only [mdot, Prod.fst_sub, Prod.snd_sub, Prod.smul_fst, Prod.smul_snd, sub_dotProduct,
      smul_dotProduct, smul_eq_mul]
    rw [dotProduct_comm p.2 k.2]
    ring
  rw [mdot_add_self, hk', hp']
  constructor
  · intro h
    have hkp : mdot k p = m * M := by linarith [add_sq m M]
    rw [hk', hp', hkp] at e1
    rw [hk', hkp] at e2
    exact sub_eq_zero.1 (null_orthogonal_eq_zero hm hk (e1.trans (by ring)) (e2.trans (by ring)))
  · intro h
    have hz : mdot (0 : Mink d) k = 0 := by simp [mdot]
    rw [sub_eq_zero.2 h, hz, hk'] at e2
    have hkp : mdot k p = m * M := mul_left_cancel₀ hm.ne' (by linarith)
    rw [hkp]
    ring
```

For on-shell momenta with m > 0, s = (m+M)² holds exactly when Mk = mp, which for positive masses means equal velocities and energies of equal sign. In Lean, `M • k` is the vector k multiplied by the number M.

At threshold k·p = mM. The vector w = Mk − mp then satisfies

w·w = M²m² − 2m²M² + m²M² = 0,
w·k = Mm² − m²M = 0,

so w = 0 by the preceding result. Conversely, w = 0 gives 0 = w·k = Mm² − m k·p, hence k·p = mM and s = (m+M)².

```lean
/-- For on-shell momenta with `m > 0`, `(k+p)^2` equals `(m-M)^2` if and only if `M k = -m p`. -/
theorem at_pseudothreshold_iff (hm : 0 < m) (hk : OnShell m k) (hp : OnShell M p) :
    mdot (k + p) (k + p) = (m - M) ^ 2 ↔ M • k = -(m • p) := by
  have hp' : OnShell (-M) p := by
    unfold OnShell at hp ⊢
    rw [hp, neg_sq]
  have h := at_threshold_iff hm hk hp'
  rwa [← sub_eq_add_neg, neg_smul, neg_eq_iff_eq_neg] at h
```

The mass shell contains only M², so the threshold result may be applied with −M in place of M. It says that s = (m−M)² exactly when Mk = −mp. For m = M and an outgoing electron p′ = −p, the squared momentum transfer vanishes only if k = p′: a free electron cannot emit or absorb a single real photon of nonzero momentum with nothing else taking part.

## With no space dimension, only the edges remain

```lean
/-- Without any space dimension, `(k+p)^2` takes only the two values `(m-M)^2` and
`(m+M)^2`. -/
theorem no_space_iff :
    (∃ k p : Mink 0, OnShell m k ∧ OnShell M p ∧ mdot (k + p) (k + p) = s)
      ↔ s = (m - M) ^ 2 ∨ s = (m + M) ^ 2 := by
  have z : ∀ u v : Fin 0 → ℝ, u ⬝ᵥ v = 0 := fun u v => by simp [dotProduct]
  simp only [OnShell, mdot, z, sub_zero, Prod.fst_add, ← sq]
  constructor
  · rintro ⟨k, p, hk, hp, rfl⟩
    rcases sq_eq_sq_iff_eq_or_eq_neg.1 hk with h | h <;>
      rcases sq_eq_sq_iff_eq_or_eq_neg.1 hp with h' | h' <;> rw [h, h']
    · exact Or.inr rfl
    · exact Or.inl (by ring)
    · exact Or.inl (by ring)
    · exact Or.inr (by ring)
  · rintro (rfl | rfl)
    · exact ⟨(m, 0), (-M, 0), rfl, neg_sq M, by ring⟩
    · exact ⟨(m, 0), (M, 0), rfl, rfl, rfl⟩

end

end ThresholdPseudothreshold
```

For d = 0 a momentum is just an energy, and the mass shell leaves k₀ = ±m and p₀ = ±M. The four sign choices give s = (m+M)² or s = (m−M)², and both values occur. The proof goes through these four cases. The continuous ranges beyond the two edges therefore require at least one space dimension, as assumed in the main theorem.

```lean
#print axioms ThresholdPseudothreshold.threshold_pseudothreshold
-- 'ThresholdPseudothreshold.threshold_pseudothreshold' depends on axioms: [propext, Classical.choice, Quot.sound]
#print axioms ThresholdPseudothreshold.at_pseudothreshold_iff
-- 'ThresholdPseudothreshold.at_pseudothreshold_iff' depends on axioms: [propext, Classical.choice, Quot.sound]
#print axioms ThresholdPseudothreshold.no_space_iff
-- 'ThresholdPseudothreshold.no_space_iff' depends on axioms: [propext, Classical.choice, Quot.sound]
```
